# A bound on the mean position of a harmonic oscillator state limited to the lowest n + 2 levels

Keep only the lowest n + 2 levels of a harmonic oscillator of mass m and angular frequency ω, and let X be the position matrix between them, with position measured from the centre of the well in units of √(ħ/(mω)). In these units levels k − 1 and k are coupled by √(k/2), and all other entries are zero. `expectation_bound` states that |ψ†Xψ| is at most √((n+1)/2) + √(n/2) times the squared norm of ψ, for every complex vector ψ on these levels. For a normalised ψ this says that the mean position lies no farther than √((n+1)/2) + √(n/2) from the centre, in the same units. The proof writes ψ†Xψ as a double sum over levels and bounds each product of two amplitudes by the mean of their squares. The symmetry of X then leaves, for each level, the sum of its couplings, which `row_sum_le` bounds.

As first written in Lean, the proof fails:

```lean
import Mathlib

open Matrix

namespace TruncatedOscillatorPosition

noncomputable section

/-- Position matrix element between oscillator levels `i` and `j` in dimensionless units:
neighbouring levels `k - 1` and `k` are coupled by `√(k/2)`, all others by zero. -/
def coupling (i j : ℕ) : ℝ :=
  (if i + 1 = j then √((j : ℝ) / 2) else 0) + (if j + 1 = i then √((i : ℝ) / 2) else 0)

/-- The position operator restricted to the lowest `n` oscillator levels. -/
def position (n : ℕ) : Matrix (Fin n) (Fin n) ℂ :=
  Matrix.of fun i j => ((coupling i j : ℝ) : ℂ)

/-- The number `√((n+1)/2) + √(n/2)`. For `n ≥ 1` it is the sum of the two strongest couplings
between neighbouring levels when `n + 2` levels are kept; for `n = 0` it is the only coupling. -/
def gridEdge (n : ℕ) : ℝ := √(((n : ℝ) + 1) / 2) + √((n : ℝ) / 2)

/-- The position matrix elements are symmetric in the two levels. -/
theorem coupling_symm (i j : ℕ) : coupling i j = coupling j i := by
  unfold coupling
  exact add_comm _ _

/-- The position matrix elements are nonnegative. -/
theorem coupling_nonneg (i j : ℕ) : 0 ≤ coupling i j := by
  unfold coupling
  apply add_nonneg <;> split_ifs <;> first | exact Real.sqrt_nonneg _ | exact le_rfl

/-- With `n + 2` levels, the total coupling of any level to the others is at most
`gridEdge n`. -/
theorem row_sum_le (n : ℕ) (i : Fin (n + 2)) :
    ∑ j : Fin (n + 2), coupling i j ≤ gridEdge n := by
  simp only [coupling, Finset.sum_add_distrib]
  -- the coupling downwards
  have low : ∑ j : Fin (n + 2), (if (j : ℕ) + 1 = (i : ℕ) then √(((i : ℕ) : ℝ) / 2) else 0)
      ≤ √(((i : ℕ) : ℝ) / 2) := by
    by_cases h : ∃ j : Fin (n + 2), (j : ℕ) + 1 = (i : ℕ)
    · obtain ⟨k, hk⟩ := h
      rw [Finset.sum_eq_single k
        (fun j _ hj => if_neg (fun e => hj (Fin.ext (by omega))))
        (fun hn => absurd (Finset.mem_univ _) hn)]
      exact (if_pos hk).le
    · rw [Finset.sum_eq_zero (fun j _ => if_neg (fun e => h ⟨j, e⟩))]
      exact Real.sqrt_nonneg _
  unfold gridEdge
  by_cases h : (i : ℕ) + 1 < n + 2
  · -- below the top level there is also one coupling upwards
    have up : ∑ j : Fin (n + 2), (if (i : ℕ) + 1 = (j : ℕ) then √(((j : ℕ) : ℝ) / 2) else 0)
        = √((((i : ℕ) : ℝ) + 1) / 2) := by
      rw [Finset.sum_eq_single (⟨(i : ℕ) + 1, h⟩ : Fin (n + 2))
        (fun j _ hj => if_neg (fun e => hj (Fin.ext e.symm)))
        (fun hn => absurd (Finset.mem_univ _) hn)]
      simp
    have hi : ((i : ℕ) : ℝ) ≤ n := by
      have : (i : ℕ) ≤ n := by omega
      exact_mod_cast this
    have h1 : √((((i : ℕ) : ℝ) + 1) / 2) ≤ √(((n : ℝ) + 1) / 2) :=
      Real.sqrt_le_sqrt (by linarith)
    have h2 : √(((i : ℕ) : ℝ) / 2) ≤ √((n : ℝ) / 2) := Real.sqrt_le_sqrt (by linarith)
    linarith
  · -- the top level couples only downwards
    have up : ∑ j : Fin (n + 2), (if (i : ℕ) + 1 = (j : ℕ) then √(((j : ℕ) : ℝ) / 2) else 0)
        = 0 :=
      Finset.sum_eq_zero (fun j _ => if_neg (fun e => by have := j.isLt; omega))
    have hi : ((i : ℕ) : ℝ) ≤ (n : ℝ) + 1 := by
      have : (i : ℕ) ≤ n + 1 := by have := i.isLt; omega
      exact_mod_cast this
    have h1 : √(((i : ℕ) : ℝ) / 2) ≤ √(((n : ℝ) + 1) / 2) := Real.sqrt_le_sqrt (by linarith)
    have h2 := Real.sqrt_nonneg ((n : ℝ) / 2)
    linarith

/-- For any complex vector `ψ` on the lowest `n + 2` levels, normalised or not, the modulus of `ψ† X
ψ`, with `X` the position matrix, is at most `gridEdge n` times the squared norm of `ψ`. -/
theorem expectation_bound (n : ℕ) (ψ : Fin (n + 2) → ℂ) :
    ‖star ψ ⬝ᵥ (position (n + 2) *ᵥ ψ)‖ ≤ gridEdge n * ∑ i, ‖ψ i‖ ^ 2 := by
  have expand : star ψ ⬝ᵥ (position (n + 2) *ᵥ ψ)
      = ∑ i, star (ψ i) * ∑ j, ((coupling i j : ℝ) : ℂ) * ψ j := rfl
  have swap : ∑ i : Fin (n + 2), ∑ j : Fin (n + 2), coupling i j * ‖ψ j‖ ^ 2
      = ∑ i : Fin (n + 2), ∑ j : Fin (n + 2), coupling i j * ‖ψ i‖ ^ 2 :=
    Finset.sum_comm.trans (Finset.sum_congr rfl fun i _ =>
      Finset.sum_congr rfl fun j _ => by rw [coupling_symm j i])
  have split : ∑ i : Fin (n + 2), ∑ j : Fin (n + 2),
        coupling i j * (‖ψ i‖ ^ 2 + ‖ψ j‖ ^ 2) / 2
      = (∑ i : Fin (n + 2), ∑ j : Fin (n + 2), coupling i j * ‖ψ i‖ ^ 2
        + ∑ i : Fin (n + 2), ∑ j : Fin (n + 2), coupling i j * ‖ψ j‖ ^ 2) / 2 := by
    simp only [mul_add, add_div, Finset.sum_add_distrib, Finset.sum_div]
  calc ‖star ψ ⬝ᵥ (position (n + 2) *ᵥ ψ)‖
      ≤ ∑ i : Fin (n + 2), ∑ j : Fin (n + 2),
          coupling i j * (‖ψ i‖ ^ 2 + ‖ψ j‖ ^ 2) / 2 := by
        rw [expand]
        refine (norm_sum_le _ _).trans (Finset.sum_le_sum fun i _ => ?_)
        rw [norm_mul, norm_star]
        refine (mul_le_mul_of_nonneg_left (norm_sum_le _ _) (norm_nonneg _)).trans ?_
        rw [Finset.mul_sum]
        refine Finset.sum_le_sum fun j _ => ?_
        rw [norm_mul, Complex.norm_real, Real.norm_of_nonneg (coupling_nonneg _ _)]
        -- arithmetic-geometric mean for the two amplitudes
        nlinarith [mul_nonneg (coupling_nonneg i j) (sq_nonneg (‖ψ i‖ - ‖ψ j‖))]
    _ = ∑ i : Fin (n + 2), (∑ j : Fin (n + 2), coupling i j) * ‖ψ i‖ ^ 2 := by
        rw [split, swap, add_self_div_two]
        simp only [Finset.sum_mul]
    _ ≤ gridEdge n * ∑ i, ‖ψ i‖ ^ 2 := by
        rw [Finset.mul_sum]
        exact Finset.sum_le_sum fun i _ =>
          mul_le_mul_of_nonneg_right (row_sum_le n i) (sq_nonneg _)

end

end TruncatedOscillatorPosition
```

Compiling this gives:

```
Main.lean:80:60: error: Application type mismatch: The argument
  j
has type
  ℕ
but is expected to have type
  Fin (n + 2)
in the application
  ψ j
Main.lean:80:28: error(lean.synthInstanceFailed): failed to synthesize instance of type class
  Fintype ℕ

Hint: Adding the command `deriving instance Fintype for Nat` may allow Lean to derive the missing instance.
Main.lean:80:65: error: (deterministic) timeout at `whnf`, maximum number of heartbeats (200000) has been reached

Note: Use `set_option maxHeartbeats <num>` to set the limit.

Hint: Additional diagnostic information may be available using the `set_option diagnostics true` command.
```

All three errors come from `expand`, which writes ψ†Xψ as a double sum. The inner sum `∑ j, ...` doesn't say what type `j` has, so Lean takes it from the first use, `coupling i j`. `coupling` takes natural numbers, so `j` becomes a `ℕ`. Then `ψ j` is a type mismatch, since `ψ` is defined only on `Fin (n + 2)`, and the sum would run over all of `ℕ`, for which there is no `Fintype` instance. The timeout is reported at `rfl`, which was left to check an equality whose right-hand side had not elaborated properly.

The repair writes `∑ j : Fin (n + 2)`. Now `ψ j` is well typed, the sum is finite, and Lean converts `j` to a natural number inside `coupling i j`. With the right-hand side well formed, `rfl` proves the equality. The type given to `i` is mere tidying, as `ψ i` comes first in the outer sum and already makes `i` a `Fin (n + 2)`; so is the new line break.

The mended proof, as a diff:

```diff
@@ -78,5 +78,6 @@
     ‖star ψ ⬝ᵥ (position (n + 2) *ᵥ ψ)‖ ≤ gridEdge n * ∑ i, ‖ψ i‖ ^ 2 := by
   have expand : star ψ ⬝ᵥ (position (n + 2) *ᵥ ψ)
-      = ∑ i, star (ψ i) * ∑ j, ((coupling i j : ℝ) : ℂ) * ψ j := rfl
+      = ∑ i : Fin (n + 2), star (ψ i) *
+          ∑ j : Fin (n + 2), ((coupling i j : ℝ) : ℂ) * ψ j := rfl
   have swap : ∑ i : Fin (n + 2), ∑ j : Fin (n + 2), coupling i j * ‖ψ j‖ ^ 2
       = ∑ i : Fin (n + 2), ∑ j : Fin (n + 2), coupling i j * ‖ψ i‖ ^ 2 :=
```
